# Bounds on the charge-relaxation energy after a parameter change in a quadratic charge-equilibration model

The model places real charges `q` on finitely many sites, with energy E(q) = χᵀq + ½ qᵀAq and site potential χ + Aq. In `relaxation_bounds`, `q` minimises the energy at total charge `Q` for old parameters `χ₀` and symmetric `A₀`, and the parameters then change to `χ` and a positive definite `A`. With r the resulting change of the site potential at the frozen charges `q`, the theorem says that the infimum of the new energy over all charges of total `Q` lies between E(q) − ½ rᵀA⁻¹r and E(q), where E is the new energy. The attempt proves the lower bound for each competing set of charges, using the vanishing first-order response of the old energy and completing the square, and then passes to the infimum.

Lean 4 with Mathlib refuses this proof:

```lean
import Mathlib

open Matrix Filter Topology Asymptotics

namespace RelaxationBounds

noncomputable section

variable {n : Type*} [Fintype n]

/-- Charge-equilibration energy `χᵀq + ½ qᵀAq` of the charges `q`. -/
def energy (χ : n → ℝ) (A : Matrix n n ℝ) (q : n → ℝ) : ℝ :=
  χ ⬝ᵥ q + 1 / 2 * (q ⬝ᵥ A *ᵥ q)

/-- Site potential `χ + Aq` felt by the charges. -/
def sitePotential (χ : n → ℝ) (A : Matrix n n ℝ) (q : n → ℝ) : n → ℝ :=
  χ + A *ᵥ q

/-- The charges `q` have total `Q` and minimise the energy among all charges of total `Q`. -/
def IsEquilibrated (χ : n → ℝ) (A : Matrix n n ℝ) (Q : ℝ) (q : n → ℝ) : Prop :=
  ∑ i, q i = Q ∧ ∀ p : n → ℝ, ∑ i, p i = Q → energy χ A q ≤ energy χ A p

/-- Minimised energy: the infimum of the energy over all charges of total `Q`. -/
def minEnergy (χ : n → ℝ) (A : Matrix n n ℝ) (Q : ℝ) : ℝ :=
  sInf (energy χ A '' {q | ∑ i, q i = Q})

/-- For symmetric `A`, the energy after a charge displacement `d` is the old energy plus a
term linear in `d`, given by the site potential, plus a quadratic term. -/
theorem energy_add {A : Matrix n n ℝ} (hA : A.IsSymm) (χ q d : n → ℝ) :
    energy χ A (q + d) =
      energy χ A q + sitePotential χ A q ⬝ᵥ d + 1 / 2 * (d ⬝ᵥ A *ᵥ d) := by
  have h1 : q ⬝ᵥ A *ᵥ d = d ⬝ᵥ A *ᵥ q := by
    rw [Matrix.dotProduct_mulVec, ← Matrix.mulVec_transpose, hA.eq, dotProduct_comm]
  have h2 := dotProduct_comm (A *ᵥ q) d
  simp only [energy, sitePotential, Matrix.mulVec_add, add_dotProduct, dotProduct_add]
  linear_combination (1 / 2) * h1 - h2

/-- For symmetric `A`, the energy of equilibrated charges has no first-order response to a
charge transfer `d` that conserves the total charge. -/
theorem charge_response_vanishes {χ : n → ℝ} {A : Matrix n n ℝ} {Q : ℝ} {q d : n → ℝ}
    (hA : A.IsSymm) (h : IsEquilibrated χ A Q q) (hd : ∑ i, d i = 0) :
    sitePotential χ A q ⬝ᵥ d = 0 := by
  -- a parabola through zero that is never negative has no linear term
  have key : ∀ s : ℝ, 0 ≤ (1 / 2 * (d ⬝ᵥ A *ᵥ d)) * (s * s)
      + (sitePotential χ A q ⬝ᵥ d) * s + 0 := by
    intro s
    have h1 := h.2 (q + s • d) (by
      simp [Finset.sum_add_distrib, ← Finset.mul_sum, hd, h.1])
    rw [energy_add hA] at h1
    simp only [Matrix.mulVec_smul, dotProduct_smul, smul_dotProduct, smul_eq_mul] at h1
    linarith
  have h2 := discrim_le_zero key
  unfold discrim at h2
  nlinarith [sq_nonneg (sitePotential χ A q ⬝ᵥ d)]

/-- Let `q` be equilibrated for `χ₀` and symmetric `A₀`. For new parameters `χ` and positive
definite `A`, relaxing the charges at fixed total charge `Q` lowers the energy of the frozen charges
`q` by at most `½ rᵀA⁻¹r`, where `r` is the change of the site potential at `q`. -/
theorem relaxation_bounds [DecidableEq n] {χ₀ χ : n → ℝ} {A₀ A : Matrix n n ℝ} {Q : ℝ}
    {q r : n → ℝ} (hA₀ : A₀.IsSymm) (hA : A.PosDef) (h : IsEquilibrated χ₀ A₀ Q q)
    (hr : r = sitePotential χ A q - sitePotential χ₀ A₀ q) :
    energy χ A q - 1 / 2 * (r ⬝ᵥ A⁻¹ *ᵥ r) ≤ minEnergy χ A Q ∧
      minEnergy χ A Q ≤ energy χ A q := by
  have hs : A.IsSymm := by
    have h1 := hA.isHermitian.eq
    rwa [Matrix.conjTranspose_eq_transpose_of_trivial] at h1
  have hu : A *ᵥ (A⁻¹ *ᵥ r) = r := by
    rw [Matrix.mulVec_mulVec, Matrix.mul_nonsing_inv _ hA.det_pos.ne'.isUnit,
      Matrix.one_mulVec]
  have low : ∀ p : n → ℝ, ∑ i, p i = Q →
      energy χ A q - 1 / 2 * (r ⬝ᵥ A⁻¹ *ᵥ r) ≤ energy χ A p := by
    intro p hp
    have h0 := charge_response_vanishes (d := p - q) hA₀ h (by
      simp [Finset.sum_sub_distrib, hp, h.1])
    have h1 := energy_add hs χ q (p - q)
    rw [add_sub_cancel] at h1
    have h2 : r ⬝ᵥ (p - q) = sitePotential χ A q ⬝ᵥ (p - q) := by
      rw [hr, sub_dotProduct, h0, sub_zero]
    -- complete the square around the displacement `-A⁻¹r`
    have h3 := energy_add hs 0 (A⁻¹ *ᵥ r) (p - q)
    have h4 : 0 ≤ (A⁻¹ *ᵥ r + (p - q)) ⬝ᵥ A *ᵥ (A⁻¹ *ᵥ r + (p - q)) := by
      simpa only [star_trivial] using
        hA.posSemidef.dotProduct_mulVec_nonneg (A⁻¹ *ᵥ r + (p - q))
    simp only [energy, sitePotential, zero_dotProduct, zero_add, hu] at h3
    have h5 := dotProduct_comm (A⁻¹ *ᵥ r) r
    linarith
  constructor
  · apply le_csInf ⟨_, q, h.1, rfl⟩
    rintro _ ⟨p, hp, rfl⟩
    exact low p hp
  · refine csInf_le ⟨energy χ A q - 1 / 2 * (r ⬝ᵥ A⁻¹ *ᵥ r), ?_⟩ ⟨q, h.1, rfl⟩
    rintro _ ⟨p, hp, rfl⟩
    exact low p hp

end

end RelaxationBounds
```

The error:

```
Main.lean:88:19: error: Invalid `⟨...⟩` notation: The expected type of this term could not be determined
Main.lean:88:2: error: unsolved goals
n : Type u_1
inst✝¹ : Fintype n
inst✝ : DecidableEq n
χ₀ χ : n → ℝ
A₀ A : Matrix n n ℝ
Q : ℝ
q r : n → ℝ
hA₀ : A₀.IsSymm
hA : A.PosDef
h : IsEquilibrated χ₀ A₀ Q q
hr : r = sitePotential χ A q - sitePotential χ₀ A₀ q
hs : A.IsSymm
hu : A *ᵥ A⁻¹ *ᵥ r = r
low : ∀ (p : n → ℝ), ∑ i, p i = Q → energy χ A q - 1 / 2 * r ⬝ᵥ A⁻¹ *ᵥ r ≤ energy χ A p
⊢ ℝ
```

Diagnosis. The physical argument, `low`, compiles; the failure is in passing from it to the infimum. `le_csInf` needs a proof that the set of energies is nonempty, given here as `⟨_, q, h.1, rfl⟩`. But `apply` elaborates its term before matching it with the goal, so the set was still unknown, and Lean could not tell what the brackets should build. That is the first message. The second follows from it: the `_`, standing for an energy value, was never filled in and was left as the goal `⊢ ℝ`.

The repair uses `refine`, which elaborates the term against the goal, so the set is known in time. `Set.Nonempty.image` then needs only the charges `q` and the proof `h.1` that they have total `Q`; it supplies their energy itself, so there is no `_` for that value. The added `unfold minEnergy` makes the infimum visible but is mere tidying: the upper-bound half already compiled without it, using `refine` with `csInf_le`.

As a diff, the version that Lean accepts:

```diff
@@ -85,6 +85,7 @@
     have h5 := dotProduct_comm (A⁻¹ *ᵥ r) r
     linarith
+  unfold minEnergy
   constructor
-  · apply le_csInf ⟨_, q, h.1, rfl⟩
+  · refine le_csInf (Set.Nonempty.image _ ⟨q, h.1⟩) ?_
     rintro _ ⟨p, hp, rfl⟩
     exact low p hp
```
